# Closed forms for the wavevector integrals of 1/((1 + r₀q)(q + k)) and 1/((1 + r₀q)²(q + k)) when r₀k < 1

The declaration `comparison_integrals` concerns two functions of a wavevector q > 0, namely 1/((1 + r₀q)(q + k)) and the same with the factor 1 + r₀q squared. For real r₀, k > 0 with r₀k < 1, it states that both are integrable over the half-line. With L = ln(1/(r₀k))/(1 − r₀k), the first integral is L and the second is (L − 1)/(1 − r₀k). The proof gives a primitive for each function, finds its limit as q → ∞, and applies the fundamental theorem of calculus on a half-line for nonnegative derivatives.

The first attempt, which Lean rejects:

```lean
import Mathlib

open Set Filter MeasureTheory Topology

namespace ComparisonIntegrals

noncomputable section

/-- A primitive in `q` of `1/((1 + r0 q)(q + k))`, for `r0, k > 0`, `r0 k ≠ 1` and `q ≥ 0`. -/
def logPrimitive (r0 k q : ℝ) : ℝ :=
  (Real.log (q + k) - Real.log (1 + r0 * q)) / (1 - r0 * k)

/-- For `r0, k > 0` with `r0 k < 1`, the function `1/((1 + r0 q)(q + k))` is integrable over
`q > 0`, with integral `ln(1/(r0 k))/(1 - r0 k)`; with the first factor squared it is integrable
with integral `(ln(1/(r0 k))/(1 - r0 k) - 1)/(1 - r0 k)`. -/
theorem comparison_integrals {r0 k : ℝ} (hr : 0 < r0) (hk : 0 < k) (h : r0 * k < 1) :
    (IntegrableOn (fun q => 1 / ((1 + r0 * q) * (q + k))) (Ioi 0) ∧
      ∫ q in Ioi (0 : ℝ), 1 / ((1 + r0 * q) * (q + k))
        = Real.log (1 / (r0 * k)) / (1 - r0 * k)) ∧
    (IntegrableOn (fun q => 1 / ((1 + r0 * q) ^ 2 * (q + k))) (Ioi 0) ∧
      ∫ q in Ioi (0 : ℝ), 1 / ((1 + r0 * q) ^ 2 * (q + k))
        = (Real.log (1 / (r0 * k)) / (1 - r0 * k) - 1) / (1 - r0 * k)) := by
  have ha : 1 - r0 * k ≠ 0 := (sub_pos.2 h).ne'
  have dlin : ∀ q : ℝ, HasDerivAt (fun q => 1 + r0 * q) r0 q := fun q =>
    (((hasDerivAt_id' q).const_mul r0).const_add 1).congr_deriv (mul_one r0)
  -- the two primitives
  have d1 : ∀ q ∈ Ici (0 : ℝ),
      HasDerivAt (logPrimitive r0 k) (1 / ((1 + r0 * q) * (q + k))) q := by
    intro q hq
    have hq0 : 0 ≤ q := hq
    have h1 : 1 + r0 * q ≠ 0 := by positivity
    have h2 : q + k ≠ 0 := by positivity
    have d := ((((hasDerivAt_id' q).add_const k).log h2).fun_sub
      ((dlin q).log h1)).div_const (1 - r0 * k)
    refine HasDerivAt.congr_deriv d ?_
    field_simp
    ring
  have d2 : ∀ q ∈ Ici (0 : ℝ),
      HasDerivAt (fun q => (logPrimitive r0 k q + (1 + r0 * q)⁻¹) / (1 - r0 * k))
        (1 / ((1 + r0 * q) ^ 2 * (q + k))) q := by
    intro q hq
    have hq0 : 0 ≤ q := hq
    have h1 : 1 + r0 * q ≠ 0 := by positivity
    have h2 : q + k ≠ 0 := by positivity
    have d3 : HasDerivAt (fun q => (1 + r0 * q)⁻¹) (-r0 / (1 + r0 * q) ^ 2) q :=
      (dlin q).inv h1
    refine HasDerivAt.congr_deriv (((d1 q hq).fun_add d3).div_const (1 - r0 * k)) ?_
    field_simp
    ring
  -- their limits at large wavevector
  have hi : Tendsto (fun q : ℝ => (1 + r0 * q)⁻¹) atTop (𝓝 0) :=
    tendsto_inv_atTop_zero.comp
      (tendsto_atTop_add_const_left _ 1 (tendsto_id.const_mul_atTop hr))
  have l1 : Tendsto (logPrimitive r0 k) atTop (𝓝 (Real.log (1 / r0) / (1 - r0 * k))) := by
    have t := (hi.const_mul (k - 1 / r0)).const_add (1 / r0)
    rw [mul_zero, add_zero] at t
    refine Tendsto.div_const ((t.log (by positivity)).congr' ?_) _
    filter_upwards [eventually_gt_atTop 0] with q hq
    have h1 : 1 + r0 * q ≠ 0 := by positivity
    have h2 : q + k ≠ 0 := by positivity
    rw [← Real.log_div h2 h1]
    congr 1
    field_simp
    ring
  have l2 := (l1.add hi).div_const (1 - r0 * k)
  have p1 : ∀ q ∈ Ioi (0 : ℝ), 0 ≤ 1 / ((1 + r0 * q) * (q + k)) := by
    intro q hq
    have hq0 : 0 < q := hq
    positivity
  have p2 : ∀ q ∈ Ioi (0 : ℝ), 0 ≤ 1 / ((1 + r0 * q) ^ 2 * (q + k)) := by
    intro q hq
    have hq0 : 0 < q := hq
    positivity
  have z : logPrimitive r0 k 0 = Real.log k / (1 - r0 * k) := by
    simp only [logPrimitive, zero_add, mul_zero, add_zero, Real.log_one, sub_zero]
  have hL : Real.log (1 / (r0 * k)) = Real.log (1 / r0) - Real.log k := by
    rw [one_div, one_div, Real.log_inv, Real.log_inv, Real.log_mul hr.ne' hk.ne']
    ring
  refine ⟨⟨integrableOn_Ioi_deriv_of_nonneg' d1 p1 l1, ?_⟩,
    ⟨integrableOn_Ioi_deriv_of_nonneg' d2 p2 l2, ?_⟩⟩
  · rw [integral_Ioi_of_hasDerivAt_of_nonneg' d1 p1 l1, z, hL]
    ring
  · rw [integral_Ioi_of_hasDerivAt_of_nonneg' d2 p2 l2, z, hL, mul_zero, add_zero, inv_one]
    ring

end

end ComparisonIntegrals
```

Compiling this gives:

```
Try this:
  [apply] ring_nf
  
  The `ring` tactic failed to close the goal. Use `ring_nf` to obtain a normal form.
    
  Note that `ring` works primarily in *commutative* rings. If you have a noncommutative ring, abelian group or module, consider using `noncomm_ring`, `abel` or `module` instead.
Main.lean:28:73: error: unsolved goals
r0 k : ℝ
hr : 0 < r0
hk : 0 < k
h : r0 * k < 1
ha : 1 - r0 * k ≠ 0
dlin : ∀ (q : ℝ), HasDerivAt (fun q => 1 + r0 * q) r0 q
q : ℝ
hq : q ∈ Ici 0
hq0 : 0 ≤ q
h1 : 1 + r0 * q ≠ 0
h2 : q + k ≠ 0
d :
  HasDerivAt (fun x => (Real.log (x + k) - Real.log (1 + r0 * x)) / (1 - r0 * k))
    ((1 / (q + k) - r0 / (1 + r0 * q)) / (1 - r0 * k)) q
⊢ -(r0 * k * (1 - r0 * k)⁻¹) + (1 - r0 * k)⁻¹ = 1
Main.lean:83:83: error: Tactic `rewrite` failed: Did not find an occurrence of the pattern
  1⁻¹
in the target expression
  Real.log (1 / r0) / (1 - r0 * k) / (1 - r0 * k) - (Real.log k / (1 - r0 * k) + (1 + 0)⁻¹) / (1 - r0 * k) =
    ((Real.log (1 / r0) - Real.log k) / (1 - r0 * k) - 1) / (1 - r0 * k)

case refine_2
r0 k : ℝ
hr : 0 < r0
hk : 0 < k
h : r0 * k < 1
ha : 1 - r0 * k ≠ 0
dlin : ∀ (q : ℝ), HasDerivAt (fun q => 1 + r0 * q) r0 q
d1 : ∀ q ∈ Ici 0, HasDerivAt (logPrimitive r0 k) (1 / ((1 + r0 * q) * (q + k))) q
d2 :
  ∀ q ∈ Ici 0,
    HasDerivAt (fun q => (logPrimitive r0 k q + (1 + r0 * q)⁻¹) / (1 - r0 * k)) (1 / ((1 + r0 * q) ^ 2 * (q + k))) q
hi : Tendsto (fun q => (1 + r0 * q)⁻¹) atTop (𝓝 0)
l1 : Tendsto (logPrimitive r0 k) atTop (𝓝 (Real.log (1 / r0) / (1 - r0 * k)))
l2 :
  Tendsto (fun a => (logPrimitive r0 k a + (1 + r0 * a)⁻¹) / (1 - r0 * k)) atTop
    (𝓝 ((Real.log (1 / r0) / (1 - r0 * k) + 0) / (1 - r0 * k)))
p1 : ∀ q ∈ Ioi 0, 0 ≤ 1 / ((1 + r0 * q) * (q + k))
p2 : ∀ q ∈ Ioi 0, 0 ≤ 1 / ((1 + r0 * q) ^ 2 * (q + k))
z : logPrimitive r0 k 0 = Real.log k / (1 - r0 * k)
hL : Real.log (1 / (r0 * k)) = Real.log (1 / r0) - Real.log k
⊢ Real.log (1 / r0) / (1 - r0 * k) / (1 - r0 * k) - (Real.log k / (1 - r0 * k) + (1 + 0)⁻¹) / (1 - r0 * k) =
    ((Real.log (1 / r0) - Real.log k) / (1 - r0 * k) - 1) / (1 - r0 * k)
```

The mended proof, as a diff:

```diff
@@ -34,4 +34,5 @@
       ((dlin q).log h1)).div_const (1 - r0 * k)
     refine HasDerivAt.congr_deriv d ?_
+    rw [div_eq_iff ha]
     field_simp
     ring
@@ -81,5 +82,6 @@
   · rw [integral_Ioi_of_hasDerivAt_of_nonneg' d1 p1 l1, z, hL]
     ring
-  · rw [integral_Ioi_of_hasDerivAt_of_nonneg' d2 p2 l2, z, hL, mul_zero, add_zero, inv_one]
+  · rw [integral_Ioi_of_hasDerivAt_of_nonneg' d2 p2 l2, z, hL, mul_zero, add_zero, add_zero,
+      inv_one]
     ring
 
```

Cause. The "Try this" notice and the first error come from the derivative check in `d1`. After `field_simp`, the denominator `1 - r0 * k` was still there, and `ring` stopped at a goal that says (1 − r₀k)(1 − r₀k)⁻¹ = 1, multiplied out. That is true only because 1 − r₀k ≠ 0, and `ring` does not use the hypothesis `ha` that says so. The added `rw [div_eq_iff ha]` uses it to move this denominator to the other side as a factor, so that `field_simp` has only `q + k` and `1 + r0 * q` to clear.

The second error is in the last integral. The goal there has two sums ending in zero, the `+ 0` from the limit `l2` and the `1 + 0` left by `mul_zero` at q = 0. A single `rw` with `add_zero` fixes its pattern at the first match, here the limit's, and rewrites only instances of that. `(1 + 0)⁻¹` therefore remained, and `inv_one` found no `1⁻¹`. The second `add_zero` turns `1 + 0` into `1`.
